# One McWeeny purification step leaves an idempotency error of second order in the old one, in any ring

Let $P$ be a density matrix in a basis with overlap matrix $S$, normalised so that a filled orbital has occupation one, and let $D = PSP - P$ be its idempotency error. The McWeeny step $P' = 3PSP - 2PSPSP$ produces the new error

$$P'SP' - P' = 4\,DSDSD - 3\,DSD ,$$

which has no term of first order in $D$. If $D = 0$, then $P' = P$. Both statements follow from algebra alone: $S$ need not be symmetric, positive or invertible. In electronic-structure calculations with a single determinant, such a step reduces a small loss of idempotency without first orthogonalising the basis.

## The density matrix and its error

For orthonormal occupied orbitals with coefficient matrix $C$, we have $C^\dagger S C = 1$ and $P = CC^\dagger$, so $PSP = P$. This is the convention for spin orbitals; a closed-shell density matrix that counts both spins must be halved first.

The algebra uses only addition, subtraction and associative multiplication, so $P$ and $S$ are taken as elements of an arbitrary ring `R`. Square matrices of a fixed size over the real or complex numbers are the case of physical interest.

```lean
import Mathlib

namespace NonorthogonalPurification

section Algebra

variable {R : Type*} [Ring R]
```

The error $D$ becomes a function of $S$ and $P$. It vanishes exactly when $PSP = P$.

```lean
/-- The idempotency error `D = PSP - P` of a density matrix `P` in a basis with overlap `S`. -/
def idemError (S P : R) : R := P * S * P - P
```

The updated matrix $P'$ is `purify S P`. The factors 3 and 2 are integers in the ring, and the order of multiplication is kept throughout.

```lean
/-- One McWeeny purification step `P' = 3PSP - 2PSPSP` in a basis with overlap `S`. -/
def purify (S P : R) : R := 3 * (P * S * P) - 2 * (P * S * P * S * P)
```

## The step as a correction to $P$

By definition $PSP = P + D$. Multiplying on the right by $SP$ gives

$$PSPSP = (P + D)SP = P + D + DSP ,$$

and therefore

$$P' = 3(P + D) - 2(P + D + DSP) = P + D - 2DSP .$$

In Lean, `noncomm_ring` expands both sides into non-commutative polynomials in $P$ and $S$ and compares them.

```lean
/-- The purification step changes the density matrix by `D - 2DSP`. -/
theorem purify_eq (S P : R) :
    purify S P = P + idemError S P - 2 * (idemError S P * S * P) := by
  unfold purify idemError
  noncomm_ring
```

Every term of the correction contains $D$. Setting $D = 0$ leaves $P' = P$, so a density matrix with $PSP = P$ is a fixed point.

```lean
/-- A density matrix with zero idempotency error is left unchanged by purification. -/
theorem purify_of_idemError_eq_zero (S P : R) (h : idemError S P = 0) :
    purify S P = P := by
  rw [purify_eq, h]
  simp
```

## Cancellation of the first-order error

The two products $DSP$ and $PSD$ are equal, since both are $PSPSP - PSP$. Factors of $P$ and $D$ separated by $S$ can therefore be reordered, and squaring $P' = P + D - 2DSP$ gives

$$P'SP' = PSP + 2DSP + DSD - 4DSPSP - 4DSDSP + 4DSDSPSP .$$

Replacing $PSP$ by $P + D$ wherever it occurs turns three of these terms into

$$\begin{aligned}
PSP &= P + D,\\
DSPSP &= DSP + DSD,\\
DSDSPSP &= DSDSP + DSDSD .
\end{aligned}$$

The terms in $DSDSP$ cancel, and

$$P'SP' = P + D - 2DSP - 3DSD + 4DSDSD .$$

The first three terms are $P'$. Subtracting them leaves the stated error. The Lean proof unfolds the definitions and checks the same identity by full expansion.

```lean
/-- After one purification step the idempotency error is `4DSDSD - 3DSD`,
where `D` is the error before the step. -/
theorem idemError_purify (S P : R) :
    idemError S (purify S P) =
      4 * (idemError S P * S * idemError S P * S * idemError S P)
        - 3 * (idemError S P * S * idemError S P) := by
  unfold purify idemError
  noncomm_ring

end Algebra
```

## Two overlapping orbitals

Take two normalised real orbitals with overlap $s > -1$. Their normalised sum has both coefficients equal to $1/\sqrt{2(1+s)}$, so all four entries of its density matrix are $c = 1/(2(1+s))$. Each entry of $PSP$ is the sum of the entries of $S$ times $c^2$:

$$c^2(2 + 2s) = c\,[2(1+s)c] = c .$$

Thus $PSP = P$. The hypothesis `hc` is the normalisation condition $2(1+s)c = 1$. The proof multiplies out the $2 \times 2$ matrices and reduces the common entry with this condition.

```lean
/-- For two normalised orbitals with overlap `s`, the density matrix with all entries `c`,
where `2(1 + s)c = 1`, has zero idempotency error. -/
theorem idemError_eq_zero_witness (s c : ℝ) (hc : 2 * (1 + s) * c = 1) :
    idemError (!![1, s; s, 1] : Matrix (Fin 2) (Fin 2) ℝ) !![c, c; c, c] = 0 := by
  have h : (!![c, c; c, c] : Matrix (Fin 2) (Fin 2) ℝ) * !![1, s; s, 1] * !![c, c; c, c]
      = !![c, c; c, c] := by
    rw [Matrix.mul_fin_two, Matrix.mul_fin_two]
    -- all four entries of the product are the same number
    have e : (c * 1 + c * s) * c + (c * s + c * 1) * c = c := by
      linear_combination c * hc
    rw [e]
  unfold idemError
  rw [h, sub_self]
```

In the limiting case $s = 1$ the two orbitals coincide and $S$ is singular, yet $c = 1/4$ still gives zero error.

## A bound on the size of the new error

To measure the error, let $P$ and $S$ belong to a normed ring `A`, where $\|XY\| \le \|X\|\,\|Y\|$. The operator norm and the Frobenius norm on matrices have this property. Writing $D'$ for the new error, the triangle inequality gives

$$\|D'\| \le 4\|DSDSD\| + 3\|DSD\| \le 4\|S\|^2\|D\|^3 + 3\|S\|\,\|D\|^2 .$$

In the proof, `h1` and `h2` bound the two products, while `h3` and `h4` handle the integer factors by writing them as repeated sums. This avoids assuming that the identity has norm one, which fails for the Frobenius norm on matrices larger than $1 \times 1$.

```lean
section Norm

variable {A : Type*} [NormedRing A]

/-- The norm of the new idempotency error is bounded by a quadratic and a cubic term
in the norm of the old one. -/
theorem norm_idemError_purify_le (S P : A) :
    ‖idemError S (purify S P)‖ ≤
      4 * ‖S‖ ^ 2 * ‖idemError S P‖ ^ 3 + 3 * ‖S‖ * ‖idemError S P‖ ^ 2 := by
  rw [idemError_purify]
  generalize idemError S P = D
  have h1 : ‖D * S * D‖ ≤ ‖D‖ * ‖S‖ * ‖D‖ :=
    (norm_mul_le _ _).trans
      (mul_le_mul_of_nonneg_right (norm_mul_le _ _) (norm_nonneg _))
  have h2 : ‖D * S * D * S * D‖ ≤ ‖D‖ * ‖S‖ * ‖D‖ * ‖S‖ * ‖D‖ :=
    (norm_mul_le _ _).trans
      (mul_le_mul_of_nonneg_right
        ((norm_mul_le _ _).trans (mul_le_mul_of_nonneg_right h1 (norm_nonneg _)))
        (norm_nonneg _))
  -- integer multiples are repeated sums, so the triangle inequality applies
  have h4 : ∀ x : A, ‖4 * x‖ ≤ 4 * ‖x‖ := by
    intro x
    have e : 4 * x = (x + x) + (x + x) := by noncomm_ring
    rw [e]
    linarith [norm_add_le (x + x) (x + x), norm_add_le x x]
  have h3 : ∀ x : A, ‖3 * x‖ ≤ 3 * ‖x‖ := by
    intro x
    have e : 3 * x = (x + x) + x := by noncomm_ring
    rw [e]
    linarith [norm_add_le (x + x) x, norm_add_le x x]
  calc ‖4 * (D * S * D * S * D) - 3 * (D * S * D)‖
      ≤ ‖4 * (D * S * D * S * D)‖ + ‖3 * (D * S * D)‖ := norm_sub_le _ _
    _ ≤ 4 * (‖D‖ * ‖S‖ * ‖D‖ * ‖S‖ * ‖D‖) + 3 * (‖D‖ * ‖S‖ * ‖D‖) := by
        linarith [h4 (D * S * D * S * D), h3 (D * S * D)]
    _ = 4 * ‖S‖ ^ 2 * ‖D‖ ^ 3 + 3 * ‖S‖ * ‖D‖ ^ 2 := by ring
```

Define the scaled error $x = 4\|S\|\,\|D\|$, and let $x'$ be its value after the step. Multiplying the previous bound by $4\|S\|$ gives

$$x' \le \tfrac14 x^3 + \tfrac34 x^2 .$$

If $x \le 1$, then $x^3 \le x^2$, and hence $x' \le x^2$. The hint passed to `nlinarith` is the inequality $(\|S\|\,\|D\|)^2(1 - x) \ge 0$, which is $x^3 \le x^2$ up to a factor.

```lean
/-- If the scaled error `4‖S‖‖D‖` is at most one, a purification step
at most squares it. -/
theorem scaled_error_purify_le (S P : A) (h : 4 * ‖S‖ * ‖idemError S P‖ ≤ 1) :
    4 * ‖S‖ * ‖idemError S (purify S P)‖ ≤ (4 * ‖S‖ * ‖idemError S P‖) ^ 2 := by
  have b := mul_le_mul_of_nonneg_left (norm_idemError_purify_le S P)
    (show 0 ≤ 4 * ‖S‖ by positivity)
  refine b.trans ?_
  nlinarith [mul_nonneg (sq_nonneg (‖S‖ * ‖idemError S P‖)) (sub_nonneg.2 h)]
```

## Repeated purification

Let $P_0 = P$, let $P_n$ be the matrix after $n$ steps, and let $x_n$ be its scaled error, with $x_0 = x \le 1$. The claim is $x_n \le x^{2^n}$. It holds with equality at $n = 0$. If it holds at $n$, then $x_n \le 1$, so the one-step estimate applies again:

$$x_{n+1} \le x_n^2 \le \left(x^{2^n}\right)^2 = x^{2^{n+1}} .$$

For $x < 1$ the bound tends to zero, and its exponent doubles at each step. For $x = 1$ it says only that the scaled error does not exceed one. In Lean, $P_n$ is `(purify S)^[n] P`, and the induction follows the same two inequalities.

```lean
/-- If the scaled error `4‖S‖‖D‖` is at most one at the start, then after `n` purification
steps it is at most its initial value to the power `2 ^ n`. -/
theorem scaled_error_iterate_le (S P : A) (h : 4 * ‖S‖ * ‖idemError S P‖ ≤ 1) (n : ℕ) :
    4 * ‖S‖ * ‖idemError S ((purify S)^[n] P)‖ ≤
      (4 * ‖S‖ * ‖idemError S P‖) ^ (2 ^ n) := by
  have h0 : 0 ≤ 4 * ‖S‖ * ‖idemError S P‖ := by positivity
  induction n with
  | zero => simp
  | succ n ih =>
    rw [Function.iterate_succ_apply']
    -- the scaled error stays at most one, so the one-step bound applies again
    have hn := ih.trans (pow_le_one₀ h0 h)
    refine (scaled_error_purify_le S _ hn).trans ?_
    rw [pow_succ 2 n, pow_mul]
    exact pow_le_pow_left₀ (by positivity) ih 2
```

## Fixed points close to idempotency

Suppose that $P' = P$ and $x < 1$. Then $D' = D$, and the norm bound becomes

$$\|D\| \le \|D\|\left(4\|S\|^2\|D\|^2 + 3\|S\|\,\|D\|\right)
= \|D\|\left(\tfrac14 x^2 + \tfrac34 x\right) .$$

The last bracket is at most $x$, hence less than one. A nonzero $D$ would have a norm strictly smaller than itself, so $D = 0$. Together with the earlier fixed-point result, this gives an equivalence: within the region $x < 1$, purification leaves a matrix unchanged exactly when $PSP = P$. The inequality `k` in the proof is the statement that the bracket is less than one.

```lean
/-- When `4‖S‖‖D‖ < 1`, a density matrix is unchanged by purification exactly when
its idempotency error vanishes. -/
theorem purify_eq_self_iff (S P : A) (h : 4 * ‖S‖ * ‖idemError S P‖ < 1) :
    purify S P = P ↔ idemError S P = 0 := by
  refine ⟨fun hp => ?_, purify_of_idemError_eq_zero S P⟩
  have b := norm_idemError_purify_le S P
  rw [hp] at b
  by_contra hD
  have hd : 0 < ‖idemError S P‖ := norm_pos_iff.2 hD
  have he : 0 ≤ ‖S‖ * ‖idemError S P‖ := by positivity
  -- the error would have to be strictly smaller than itself
  have k : 4 * (‖S‖ * ‖idemError S P‖) ^ 2 + 3 * (‖S‖ * ‖idemError S P‖) < 1 := by
    nlinarith [mul_nonneg he (sub_nonneg.2 h.le)]
  nlinarith [mul_pos hd (sub_pos.2 k)]

end Norm
```

The strict inequality is needed. Let $S$ and $P$ be real numbers with $2SP = 1$; for $S = 1$ this is an orbital with occupation one half. Then

$$P' = \tfrac32 P - \tfrac12 P = P, \qquad D = \tfrac12 P - P = -\tfrac12 P, \qquad SD = -\tfrac14 .$$

The step leaves $P$ unchanged although $D \ne 0$, and the scaled error is $4|S|\,|D| = 1$. Lean obtains the fixed point from $P' - P = D(1 - 2SP)$ and the value of $SD$ from $SD + \tfrac14 = \tfrac14(2SP - 1)^2$.

```lean
/-- If real numbers `S` and `P` satisfy `2SP = 1`, purification leaves `P` unchanged and the scaled
error `4‖S‖‖D‖` equals one. -/
theorem fixed_point_threshold_sharp (S P : ℝ) (h : 2 * S * P = 1) :
    purify S P = P ∧ 4 * ‖S‖ * ‖idemError S P‖ = 1 := by
  constructor
  · rw [purify_eq]
    linear_combination (-idemError S P) * h
  · have e : S * idemError S P = -(1 / 4) := by
      unfold idemError
      linear_combination (2 * S * P - 1) / 4 * h
    rw [mul_assoc, ← norm_mul, e, norm_neg, Real.norm_eq_abs,
      abs_of_pos (by norm_num : (0 : ℝ) < 1 / 4)]
    norm_num

end NonorthogonalPurification
```

## What a small idempotency error leaves open

The condition $x < 1$ is sufficient for the error to be driven to zero in exact arithmetic; rounding and the truncation of small matrix elements are not modelled. It also depends on the chosen norm and on the relative scaling of the basis functions; multiplying all of them by the same nonzero number leaves $x$ unchanged.

The theorems control idempotency alone. They do not fix the electron number or select the orbitals of lowest energy: $P = 0$ has zero error and contains no electrons. Those properties have to be secured separately, for example through the choice of the starting matrix or by minimising the energy at a fixed electron number.

```lean
#print axioms NonorthogonalPurification.idemError_purify
#print axioms NonorthogonalPurification.scaled_error_iterate_le
#print axioms NonorthogonalPurification.purify_eq_self_iff
#print axioms NonorthogonalPurification.fixed_point_threshold_sharp
```

```
'NonorthogonalPurification.idemError_purify' depends on axioms: [propext, Quot.sound]
'NonorthogonalPurification.scaled_error_iterate_le' depends on axioms: [propext, Classical.choice, Quot.sound]
'NonorthogonalPurification.purify_eq_self_iff' depends on axioms: [propext, Classical.choice, Quot.sound]
'NonorthogonalPurification.fixed_point_threshold_sharp' depends on axioms: [propext, Classical.choice, Quot.sound]
```
